# A finite mixture of Langmuir sites cannot coincide with a Freundlich isotherm over a range of pressures

Let $p$ be the pressure of a gas above an adsorbing surface. The surface has finitely many types of site, labelled by $i$. Type $i$ has capacity $w_i$, the uptake when all its sites are full, and affinity $K_i$, its adsorption equilibrium constant, with the dimension of an inverse pressure. Capacities and affinities are non-negative in all the comparisons below. The Freundlich isotherm is $C p^a$ with a prefactor $C>0$ and an exponent $a$, usually between 0 and 1. All quantities are real numbers, which means that units have been fixed beforehand.

```lean
import Mathlib

open Topology

namespace FiniteLangmuirMixture

noncomputable section

variable {ι : Type*} [Fintype ι]
```

The first line loads the mathematical library Mathlib. The last line introduces `ι`, the set of labels for the site types, and `[Fintype ι]` says that this set is finite. The number of types is otherwise arbitrary, and zero is allowed.

## The two isotherms

```lean
/-- Langmuir coverage at pressure `p` of one site type with affinity `K`. -/
def langmuir (K p : ℝ) : ℝ := K * p / (1 + K * p)
```

This is the Langmuir coverage of one site type,
$$\theta(K,p)=\frac{Kp}{1+Kp}.$$
It describes independent sites, each holding at most one molecule, in equilibrium with an ideal gas at a fixed temperature. The notation `(K p : ℝ)` declares both arguments to be real numbers, and the expression after `:=` is the definition.

```lean
/-- Total uptake of finitely many site types with capacities `w i` and affinities `K i`. -/
def mixture (w K : ι → ℝ) (p : ℝ) : ℝ := ∑ i, w i * langmuir (K i) p
```

The total uptake is the weighted sum
$$n(p)=\sum_i w_i\,\frac{K_i p}{1+K_i p}.$$
In Lean, `w` and `K` are functions from labels to real numbers, so `w i` is $w_i$. The coverage of each type depends only on the pressure and on its own affinity, not on how full the other sites are, so molecules on different sites are assumed not to interact.

```lean
/-- Henry constant of the mixture: the sum of capacity times affinity. -/
def henry (w K : ι → ℝ) : ℝ := ∑ i, w i * K i
```

The Henry constant is $H=\sum_i w_iK_i$. At this point it is only a name for a sum; its physical meaning comes from the theorem on the slope below.

```lean
/-- The Freundlich isotherm with prefactor `C` and exponent `a`. -/
def freundlich (C a p : ℝ) : ℝ := C * p ^ a
```

The Freundlich isotherm is $f(p)=Cp^a$, where `^` is the power with a real exponent. The definition puts no condition on $C$ or $a$, so each theorem states the conditions it needs.

## The slope at zero pressure

```lean
/-- The slope of the mixture isotherm at zero pressure is the Henry constant. -/
theorem hasDerivAt_mixture_zero (w K : ι → ℝ) :
    HasDerivAt (mixture w K) (henry w K) 0 := by
  unfold mixture henry langmuir
  refine HasDerivAt.fun_sum fun i _ => ?_
  have h1 : HasDerivAt (fun p : ℝ => K i * p) (K i) 0 :=
    ((hasDerivAt_id' (0 : ℝ)).const_mul (K i)).congr_deriv (mul_one _)
  have h2 : HasDerivAt (fun p : ℝ => 1 + K i * p) (K i) 0 := h1.const_add 1
  exact ((h1.fun_div h2 (by simp)).const_mul (w i)).congr_deriv (by simp)
```

A Lean theorem has a name, its hypotheses, a colon, the claim, and then a proof after `:= by`. Here `HasDerivAt f s x` means that the function $f$ has derivative $s$ at the point $x$, so the claim is $n'(0)=H$. No signs of $w_i$ or $K_i$ are needed.

By hand, the quotient rule gives
$$\frac{d}{dp}\frac{K_ip}{1+K_ip}=\frac{K_i(1+K_ip)-K_ip\,K_i}{(1+K_ip)^2}=\frac{K_i}{(1+K_ip)^2},$$
which equals $K_i$ at $p=0$. Multiplying by $w_i$ and summing gives $H$.

The proof follows the same route. `HasDerivAt.fun_sum` reduces the claim to one term of the sum, `h1` and `h2` are the derivatives of numerator and denominator, and `fun_div` is the quotient rule. The Freundlich isotherm behaves differently for $0<a<1$: its ratio $f(p)/p=Cp^{a-1}$ grows without bound as $p\to0$. The comparison below turns this contrast into an inequality.

## Two upper bounds on the uptake

```lean
/-- The uptake of the mixture never exceeds its Henry's-law value. -/
theorem mixture_le_henry {w K : ι → ℝ} (hw : ∀ i, 0 ≤ w i) (hK : ∀ i, 0 ≤ K i)
    {p : ℝ} (hp : 0 ≤ p) : mixture w K p ≤ henry w K * p := by
  unfold mixture henry langmuir
  rw [Finset.sum_mul]
  refine Finset.sum_le_sum fun i _ => ?_
  have h : 0 ≤ K i * p := mul_nonneg (hK i) hp
  rw [mul_assoc]
  exact mul_le_mul_of_nonneg_left (div_le_self h (by linarith)) (hw i)
```

The hypotheses `hw` and `hK` say that $w_i\ge0$ and $K_i\ge0$ for every $i$, and `hp` says that $p\ge0$. The conclusion is $n(p)\le Hp$: the mixture never adsorbs more than Henry's law predicts.

By hand, set $x=K_ip\ge0$. Since $1+x\ge1$, we have $x/(1+x)\le x$. Multiplying by $w_i\ge0$ and summing gives
$$n(p)\le\sum_i w_iK_ip=Hp.$$

In the proof, `Finset.sum_mul` moves the factor $p$ inside the sum, and `Finset.sum_le_sum` lets the two sums be compared term by term. The inequality $x/(1+x)\le x$ is `div_le_self`, with `linarith` supplying $1\le1+x$.

```lean
/-- The uptake of the mixture never exceeds the total capacity of its sites. -/
theorem mixture_le_capacity {w K : ι → ℝ} (hw : ∀ i, 0 ≤ w i) (hK : ∀ i, 0 ≤ K i)
    {p : ℝ} (hp : 0 ≤ p) : mixture w K p ≤ ∑ i, w i := by
  unfold mixture langmuir
  refine Finset.sum_le_sum fun i _ => ?_
  have h : 0 ≤ K i * p := mul_nonneg (hK i) hp
  have h1 : K i * p / (1 + K i * p) ≤ 1 := by
    rw [div_le_one (by linarith)]
    linarith
  exact mul_le_of_le_one_right (hw i) h1
```

Under the same hypotheses, the uptake is also bounded by the total capacity $M=\sum_iw_i$. With $x=K_ip\ge0$ again, $x\le1+x$ gives $x/(1+x)\le1$, hence $w_ix/(1+x)\le w_i$, and summing gives $n(p)\le M$. The intermediate statement `h1` is the bound on the coverage. The Henry bound is the useful one at low pressure, and the capacity bound at high pressure.

## A pressure criterion

```lean
/-- At a positive pressure with `H p^(1-a) < C`, where `H` is the Henry constant, the mixture
adsorbs strictly less than the Freundlich isotherm. -/
theorem mixture_lt_freundlich {w K : ι → ℝ} (hw : ∀ i, 0 ≤ w i) (hK : ∀ i, 0 ≤ K i)
    {C a p : ℝ} (hp : 0 < p) (h : henry w K * p ^ (1 - a) < C) :
    mixture w K p < freundlich C a p := by
  -- split the pressure as p = p^(1-a) p^a
  have hsplit : p ^ (1 - a) * p ^ a = p := by
    rw [← Real.rpow_add hp, sub_add_cancel, Real.rpow_one]
  calc mixture w K p ≤ henry w K * p := mixture_le_henry hw hK hp.le
    _ = henry w K * p ^ (1 - a) * p ^ a := by rw [mul_assoc, hsplit]
    _ < C * p ^ a := mul_lt_mul_of_pos_right h (Real.rpow_pos_of_pos hp a)
```

At a pressure $p>0$ satisfying
$$Hp^{1-a}<C,$$
the mixture adsorbs strictly less than the Freundlich isotherm. The criterion involves only $H$, $C$ and $a$, and not the individual site parameters. No separate condition $C>0$ appears, because $H\ge0$ and the criterion already imply it.

The argument splits the pressure as $p=p^{1-a}p^a$, which is valid for $p>0$:
$$n(p)\le Hp=\bigl(Hp^{1-a}\bigr)p^a<Cp^a=f(p).$$
The strict inequality comes from multiplying the criterion by the positive number $p^a$.

Lean's `calc` block displays this chain line by line. `hsplit` is the splitting of the pressure, obtained from the rule for adding exponents (`Real.rpow_add`), and each line of the chain carries its own justification after `:=`.

## A whole interval below the Freundlich curve

```lean
/-- For `C > 0` and `a < 1` there is a whole low-pressure range in which the mixture adsorbs
strictly less than the Freundlich isotherm. -/
theorem exists_low_pressure_gap {w K : ι → ℝ} (hw : ∀ i, 0 ≤ w i) (hK : ∀ i, 0 ≤ K i)
    {C a : ℝ} (hC : 0 < C) (ha : a < 1) :
    ∃ δ > 0, ∀ p, 0 < p → p < δ → mixture w K p < freundlich C a p := by
  have hc : ContinuousAt (fun p : ℝ => henry w K * p ^ (1 - a)) 0 :=
    continuousAt_const.mul (Real.continuousAt_rpow_const 0 (1 - a) (Or.inr (by linarith)))
  have h0 : henry w K * (0 : ℝ) ^ (1 - a) < C := by
    rw [Real.zero_rpow (by linarith), mul_zero]
    exact hC
  have ev : ∀ᶠ p in 𝓝 (0 : ℝ), henry w K * p ^ (1 - a) < C :=
    hc.eventually_lt continuousAt_const h0
  obtain ⟨δ, hδ, h⟩ := Metric.eventually_nhds_iff.1 ev
  refine ⟨δ, hδ, fun p hp hpδ => mixture_lt_freundlich hw hK hp (h ?_)⟩
  rw [Real.dist_eq, sub_zero, abs_of_pos hp]
  exact hpδ
```

The claim is that, for $C>0$ and $a<1$, there is a $\delta>0$ such that $n(p)<f(p)$ for every $p$ with $0<p<\delta$. The symbols `∃` and `∀` read "there exists" and "for all".

By hand, $1-a>0$, so $Hp^{1-a}\to0$ as $p\to0$. Since $C>0$, the criterion $Hp^{1-a}<C$ holds at all sufficiently small positive pressures. If $H>0$, it can be solved explicitly:
$$p<p_*=\left(\frac{C}{H}\right)^{1/(1-a)}.$$
If $H=0$, it holds at every positive pressure.

The Lean proof uses continuity instead of this formula. `hc` says that $Hp^{1-a}$ is continuous at $p=0$, and `h0` says that its value there is below $C$. The statement `ev` then says that the inequality persists for all $p$ near 0; the symbol `𝓝` denotes neighbourhoods of a point. From this the proof extracts a distance $\delta$, and the last lines check that a pressure between 0 and $\delta$ is within that distance of 0.

## No agreement near zero pressure

```lean
/-- A finite Langmuir mixture cannot equal a Freundlich isotherm with `C > 0` and `a < 1`
at all pressures in `(0, e)`, however small `e > 0` is. -/
theorem not_freundlich_near_zero {w K : ι → ℝ} (hw : ∀ i, 0 ≤ w i) (hK : ∀ i, 0 ≤ K i)
    {C a e : ℝ} (hC : 0 < C) (ha : a < 1) (he : 0 < e) :
    ¬ ∀ p ∈ Set.Ioo 0 e, mixture w K p = freundlich C a p := by
  intro h
  obtain ⟨δ, hδ, hlt⟩ := exists_low_pressure_gap hw hK hC ha
  -- a pressure lying in both ranges
  obtain ⟨p, hp, hpm⟩ := exists_between (lt_min hδ he)
  exact (hlt p hp (hpm.trans_le (min_le_left _ _))).ne
    (h p ⟨hp, hpm.trans_le (min_le_right _ _)⟩)
```

`Set.Ioo 0 e` is the open interval $(0,e)$, and `¬` means "not". The theorem therefore says that the equality $n(p)=Cp^a$ fails for at least one $p$ in $(0,e)$, however small $e>0$ is. The case of strictly positive $w_i$ and $K_i$ with $0<a<1$ is included.

Suppose that the two isotherms did agree on $(0,e)$. Take the $\delta$ of the previous theorem and choose a pressure $p$ with $0<p<\min(\delta,e)$. Then $n(p)<f(p)$ because $p<\delta$, and $n(p)=f(p)$ because $p<e$, which is a contradiction.

In Lean, `intro h` assumes the agreement, `obtain` names the objects whose existence is known, and `exists_between` supplies the pressure $p$. The final `exact` sets the strict inequality against the equality.

## No agreement on any window of positive pressures

```lean
/-- A finite Langmuir mixture cannot equal a Freundlich isotherm with `C > 0` and `a > 0`
throughout any open window `(b, c)` of positive pressures. -/
theorem not_freundlich_on_window {w K : ι → ℝ} (hw : ∀ i, 0 ≤ w i) (hK : ∀ i, 0 ≤ K i)
    {C a b c : ℝ} (hC : 0 < C) (ha : 0 < a) (hb : 0 ≤ b) (hbc : b < c) :
    ¬ ∀ p ∈ Set.Ioo b c, mixture w K p = freundlich C a p := by
  intro h
  -- both isotherms are analytic at positive pressure
  have hf : AnalyticOnNhd ℝ (mixture w K) (Set.Ioi 0) := by
    intro p hp
    have hp' : 0 < p := hp
    unfold mixture langmuir
    refine Finset.analyticAt_fun_sum _ fun i _ => ?_
    have hne : 1 + K i * p ≠ 0 := by
      have := mul_nonneg (hK i) hp'.le
      linarith
    have hlin : AnalyticAt ℝ (fun q : ℝ => K i * q) p := analyticAt_const.mul analyticAt_id
    exact analyticAt_const.mul (hlin.div (analyticAt_const.add hlin) hne)
  have hg : AnalyticOnNhd ℝ (freundlich C a) (Set.Ioi 0) := by
    intro p hp
    have hp' : 0 < p := hp
    -- the real power is the real part of the complex power
    have hcpow : AnalyticAt ℂ (fun z : ℂ => z ^ (a : ℂ)) (p : ℂ) :=
      AnalyticAt.cpow analyticAt_id analyticAt_const (Complex.ofReal_mem_slitPlane.2 hp')
    have hreal : AnalyticAt ℝ (fun z : ℂ => z ^ (a : ℂ)) (p : ℂ) := hcpow.restrictScalars
    have hpow : AnalyticAt ℝ (fun q : ℝ => q ^ a) p := by
      simp only [Real.rpow_def]
      exact (Complex.reCLM.analyticAt _).comp (hreal.comp (Complex.ofRealCLM.analyticAt p))
    exact analyticAt_const.mul hpow
  -- so agreement on the window spreads to all positive pressures
  obtain ⟨q, hbq, hqc⟩ := exists_between hbc
  have hev : mixture w K =ᶠ[𝓝 q] freundlich C a := by
    filter_upwards [Ioo_mem_nhds hbq hqc] with p hp using h p hp
  have hall : Set.EqOn (mixture w K) (freundlich C a) (Set.Ioi 0) :=
    hf.eqOn_of_preconnected_of_eventuallyEq hg isPreconnected_Ioi
      (Set.mem_Ioi.2 (hb.trans_lt hbq)) hev
  -- at this pressure the Freundlich uptake is the total capacity plus one
  have hM : 0 ≤ ∑ i, w i := Finset.sum_nonneg fun i _ => hw i
  have hx : 0 < (∑ i, w i + 1) / C := div_pos (by linarith) hC
  have hP : 0 < ((∑ i, w i + 1) / C) ^ (1 / a) := Real.rpow_pos_of_pos hx _
  have hval : freundlich C a (((∑ i, w i + 1) / C) ^ (1 / a)) = ∑ i, w i + 1 := by
    unfold freundlich
    rw [← Real.rpow_mul hx.le, one_div_mul_cancel ha.ne', Real.rpow_one,
      mul_div_cancel₀ _ hC.ne']
  have hle := mixture_le_capacity hw hK hP.le
  rw [hall (Set.mem_Ioi.2 hP), hval] at hle
  linarith

end

end FiniteLangmuirMixture
```

Here the interval need not touch zero. For $C>0$, any $a>0$, and $0\le b<c$, the two isotherms cannot agree throughout $(b,c)$. The exponent may be 1 or larger. What is excluded is exact equality at every pressure in the window. A close fit is not excluded, nor is agreement at isolated pressures.

The argument by hand has three steps.

1. Both functions are real-analytic for $p>0$, meaning that each has a convergent power series around every such point. Each Langmuir term is a quotient of linear functions with denominator $1+K_ip>0$, and $p^a=e^{a\ln p}$.
2. Two analytic functions on the connected set $(0,\infty)$ that agree near one point agree everywhere on that set. Agreement on $(b,c)$ would therefore give $n(p)=Cp^a$ for all $p>0$.
3. Consider the pressure
$$P=\left(\frac{M+1}{C}\right)^{1/a}.$$
The Freundlich uptake there is $CP^a=M+1$, while the capacity bound gives $n(P)\le M$. Together these say $M+1\le M$, which is impossible.

In the proof, `hf` and `hg` are the analyticity of the mixture and of the Freundlich isotherm on `Set.Ioi 0`, the set of positive numbers. For the real power, Lean takes a detour: it treats $p^a$ as the real part of a complex power, which is analytic away from the branch cut. The second step is `hall`, obtained from the identity theorem `eqOn_of_preconnected_of_eventuallyEq` at a point $q$ inside the window. The value $CP^a=M+1$ is `hval`, and `linarith` closes the contradiction.

```lean
#print axioms FiniteLangmuirMixture.hasDerivAt_mixture_zero
#print axioms FiniteLangmuirMixture.not_freundlich_near_zero
#print axioms FiniteLangmuirMixture.not_freundlich_on_window
```

```
'FiniteLangmuirMixture.hasDerivAt_mixture_zero' depends on axioms: [propext, Classical.choice, Quot.sound]
'FiniteLangmuirMixture.not_freundlich_near_zero' depends on axioms: [propext, Classical.choice, Quot.sound]
'FiniteLangmuirMixture.not_freundlich_on_window' depends on axioms: [propext, Classical.choice, Quot.sound]
```

## The criterion in a fitting calculation

Suppose that a fitting program has returned both a two-site Langmuir model and a Freundlich model for the same data. The Henry constant $H$ of the first is a single line of code, the sum of `w[i]*K[i]`. If the fitted capacities and affinities are non-negative with $H>0$, and the fitted Freundlich parameters satisfy $C>0$ and $a<1$, then $p_*$ follows from $H$, $C$ and $a$. At positive pressures below $p_*$ the sign of the discrepancy between the two models is then known in advance: the mixture lies below the Freundlich curve.

To illustrate the criterion with chosen values, not fitted ones, take $w=(2,1)$, $K=(1,2)$, $C=2$ and $a=1/2$ in consistent units. Then $H=4$ and $p_*=(2/4)^2=0.25$. Two pressures below this value give:

| $p$ | Langmuir mixture | Freundlich |
|---|---|---|
| $0.04$ | $0.151$ | $0.4$ |
| $0.0001$ | $0.0004$ | $0.02$ |

The ratio of the two uptakes grows from less than 3 to about 50. On a log-log plot, the Freundlich curve keeps slope $a=1/2$, while the mixture approaches slope 1.

This matters when a Henry constant is extracted from simulated uptakes. If the adsorbent is well described by finitely many types of independent, non-interacting sites, a Freundlich fit with $0<a<1$ should not be extrapolated to zero pressure, because its ratio of uptake to pressure diverges there while that of the mixture tends to $H$.
